# With $s^TBs$ and $y^Ts$ nonzero, the symmetric secant updates built from $Bs$ and $y$ are the Broyden class

An update of $B$ "built from $Bs$ and $y$" can mean three scalar coefficients on symmetric outer products, or a correction $(Bs)p^T + yq^T$ with arbitrary vectors $p$ and $q$. The file treats both readings. Let $B$ be symmetric, $Bs$ and $y$ linearly independent, and $s^TBs$ and $y^Ts$ nonzero. Then the symmetric updates that map $s$ to $y$ form the same one-parameter family in both readings.

```lean
import Mathlib

open Matrix

namespace BroydenClassCompleteness

noncomputable section

variable {n : Type*} [Fintype n]

/-- The three-parameter update of `B` built from `u = B s` and `y`:
`B + α u uᵀ + β (u yᵀ + y uᵀ) + γ y yᵀ`. -/
def threeParam (B : Matrix n n ℝ) (s y : n → ℝ) (α β γ : ℝ) : Matrix n n ℝ :=
  B + α • vecMulVec (B *ᵥ s) (B *ᵥ s)
    + β • (vecMulVec (B *ᵥ s) y + vecMulVec y (B *ᵥ s)) + γ • vecMulVec y y

/-- The BFGS update of the Hessian approximation `B` for the step `s` and gradient change `y`. -/
def bfgs (B : Matrix n n ℝ) (s y : n → ℝ) : Matrix n n ℝ :=
  B - (1 / (s ⬝ᵥ B *ᵥ s)) • vecMulVec (B *ᵥ s) (B *ᵥ s) + (1 / (y ⬝ᵥ s)) • vecMulVec y y

/-- The vector `v = y / (yᵀ s) - B s / (sᵀ B s)`. -/
def gapVec (B : Matrix n n ℝ) (s y : n → ℝ) : n → ℝ :=
  (1 / (y ⬝ᵥ s)) • y - (1 / (s ⬝ᵥ B *ᵥ s)) • (B *ᵥ s)

/-- The member of the Broyden class with parameter `t`: the BFGS update plus `t v vᵀ`. -/
def broydenClass (B : Matrix n n ℝ) (s y : n → ℝ) (t : ℝ) : Matrix n n ℝ :=
  bfgs B s y + t • vecMulVec (gapVec B s y) (gapVec B s y)

/-- The DFP update of `B`, written out in outer products. -/
def dfp (B : Matrix n n ℝ) (s y : n → ℝ) : Matrix n n ℝ :=
  B - (1 / (y ⬝ᵥ s)) • (vecMulVec (B *ᵥ s) y + vecMulVec y (B *ᵥ s))
    + (1 / (y ⬝ᵥ s) + (s ⬝ᵥ B *ᵥ s) / (y ⬝ᵥ s) ^ 2) • vecMulVec y y

/-- The symmetric rank-one (SR1) update of `B`. -/
def sr1 (B : Matrix n n ℝ) (s y : n → ℝ) : Matrix n n ℝ :=
  B + (1 / (y ⬝ᵥ s - s ⬝ᵥ B *ᵥ s)) • vecMulVec (y - B *ᵥ s) (y - B *ᵥ s)

/-- An outer product `w zᵀ` sends `s` to `(zᵀ s) w`. -/
theorem outer_mulVec (w z s : n → ℝ) : vecMulVec w z *ᵥ s = (z ⬝ᵥ s) • w := by
  ext i
  simp only [Matrix.mulVec, dotProduct, vecMulVec_apply, Pi.smul_apply, smul_eq_mul,
    Finset.sum_mul]
  exact Finset.sum_congr rfl (fun j _ => by ring)

/-- The three-parameter update sends the step `s` to an explicit combination of `B s` and `y`. -/
theorem threeParam_mulVec (B : Matrix n n ℝ) (s y : n → ℝ) (α β γ : ℝ) :
    threeParam B s y α β γ *ᵥ s =
      (1 + α * (s ⬝ᵥ B *ᵥ s) + β * (y ⬝ᵥ s)) • (B *ᵥ s)
        + (β * (s ⬝ᵥ B *ᵥ s) + γ * (y ⬝ᵥ s)) • y := by
  simp only [threeParam, Matrix.add_mulVec, Matrix.smul_mulVec, outer_mulVec]
  rw [dotProduct_comm (B *ᵥ s) s]
  module

/-- Each member of the Broyden class is a three-parameter update with these coefficients. -/
theorem broydenClass_eq_threeParam (B : Matrix n n ℝ) (s y : n → ℝ) (t : ℝ) :
    broydenClass B s y t = threeParam B s y
      (t / (s ⬝ᵥ B *ᵥ s) ^ 2 - 1 / (s ⬝ᵥ B *ᵥ s))
      (-t / ((s ⬝ᵥ B *ᵥ s) * (y ⬝ᵥ s)))
      (1 / (y ⬝ᵥ s) + t / (y ⬝ᵥ s) ^ 2) := by
  ext i j
  simp only [broydenClass, bfgs, gapVec, threeParam, Matrix.add_apply, Matrix.sub_apply,
    Matrix.smul_apply, vecMulVec_apply, Pi.sub_apply, Pi.smul_apply, smul_eq_mul]
  ring

/-- If `sᵀ B s` and `yᵀ s` are nonzero, every member of the Broyden class satisfies the secant
equation: it maps `s` to `y`. -/
theorem broydenClass_secant {B : Matrix n n ℝ} {s y : n → ℝ}
    (ha : s ⬝ᵥ B *ᵥ s ≠ 0) (hb : y ⬝ᵥ s ≠ 0) (t : ℝ) :
    broydenClass B s y t *ᵥ s = y := by
  rw [broydenClass_eq_threeParam, threeParam_mulVec]
  generalize s ⬝ᵥ B *ᵥ s = a at ha ⊢
  generalize y ⬝ᵥ s = b at hb ⊢
  have h1 : 1 + (t / a ^ 2 - 1 / a) * a + -t / (a * b) * b = 0 := by
    field_simp
    ring
  have h2 : -t / (a * b) * a + (1 / b + t / b ^ 2) * b = 1 := by
    field_simp
    ring
  rw [h1, h2, zero_smul, one_smul, zero_add]

/-- If `B s` and `y` are linearly independent and `sᵀ B s` and `yᵀ s` are nonzero, the
three-parameter updates that map `s` to `y` are exactly the matrices `BFGS(B) + t v vᵀ`. -/
theorem threeParam_secant_iff {B : Matrix n n ℝ} {s y : n → ℝ}
    (hind : LinearIndependent ℝ ![B *ᵥ s, y])
    (ha : s ⬝ᵥ B *ᵥ s ≠ 0) (hb : y ⬝ᵥ s ≠ 0) (M : Matrix n n ℝ) :
    (M *ᵥ s = y ∧ ∃ α β γ, M = threeParam B s y α β γ) ↔ ∃ t, M = broydenClass B s y t := by
  constructor
  · rintro ⟨hs, α, β, γ, rfl⟩
    rw [threeParam_mulVec] at hs
    -- independence splits the secant equation into two scalar equations
    obtain ⟨h1, h2⟩ := LinearIndependent.pair_iff.mp hind
      (1 + α * (s ⬝ᵥ B *ᵥ s) + β * (y ⬝ᵥ s))
      (β * (s ⬝ᵥ B *ᵥ s) + γ * (y ⬝ᵥ s) - 1)
      (by linear_combination (norm := module) hs)
    refine ⟨-(β * (s ⬝ᵥ B *ᵥ s) * (y ⬝ᵥ s)), ?_⟩
    rw [broydenClass_eq_threeParam]
    generalize s ⬝ᵥ B *ᵥ s = a at ha h1 h2 ⊢
    generalize y ⬝ᵥ s = b at hb h1 h2 ⊢
    have e1 : -(β * a * b) / a ^ 2 - 1 / a = α := by
      have e : -(β * a * b) / a ^ 2 - 1 / a = (-1 - β * b) / a := by
        field_simp
        ring
      rw [e, div_eq_iff ha]
      linear_combination -h1
    have e2 : -(-(β * a * b)) / (a * b) = β := by
      rw [div_eq_iff (mul_ne_zero ha hb)]
      ring
    have e3 : 1 / b + -(β * a * b) / b ^ 2 = γ := by
      have e : 1 / b + -(β * a * b) / b ^ 2 = (1 - β * a) / b := by
        field_simp
        ring
      rw [e, div_eq_iff hb]
      linear_combination -h2
    rw [e1, e2, e3]
  · rintro ⟨t, rfl⟩
    exact ⟨broydenClass_secant ha hb t, _, _, _, broydenClass_eq_threeParam B s y t⟩

/-- If `B s` and `y` are linearly independent and `yᵀ s` is nonzero, then `v` is nonzero. -/
theorem gapVec_ne_zero {B : Matrix n n ℝ} {s y : n → ℝ}
    (hind : LinearIndependent ℝ ![B *ᵥ s, y]) (hb : y ⬝ᵥ s ≠ 0) : gapVec B s y ≠ 0 := by
  intro h
  rw [gapVec] at h
  have h0 := LinearIndependent.pair_iff.mp hind (-(1 / (s ⬝ᵥ B *ᵥ s))) (1 / (y ⬝ᵥ s))
    (by linear_combination (norm := module) h)
  exact one_div_ne_zero hb h0.2

/-- Completeness of the Broyden class: for symmetric `B`, with `B s` and `y` linearly independent
and `sᵀ B s` and `yᵀ s` nonzero, the symmetric matrices that map `s` to `y` and differ from `B` by
`(B s) pᵀ + y qᵀ`, with any vectors `p` and `q`, are exactly the matrices `BFGS(B) + t v vᵀ`. -/
theorem broydenClass_complete {B : Matrix n n ℝ} {s y : n → ℝ} (hB : B.IsSymm)
    (hind : LinearIndependent ℝ ![B *ᵥ s, y])
    (ha : s ⬝ᵥ B *ᵥ s ≠ 0) (hb : y ⬝ᵥ s ≠ 0) (M : Matrix n n ℝ) :
    (M.IsSymm ∧ M *ᵥ s = y ∧ ∃ p q, M = B + vecMulVec (B *ᵥ s) p + vecMulVec y q) ↔
      ∃ t, M = broydenClass B s y t := by
  constructor
  · rintro ⟨hM, hs, p, q, hpq⟩
    have e : ∀ i j, M i j = B i j + (B *ᵥ s) i * p j + y i * q j := fun i j => by
      have h := congrFun (congrFun hpq i) j
      simpa only [Matrix.add_apply, vecMulVec_apply] using h
    -- the transposed form of the correction, applied to `s`, determines `q` from `p`
    have hT : M = B + vecMulVec p (B *ᵥ s) + vecMulVec q y := by
      ext i j
      simp only [Matrix.add_apply, vecMulVec_apply]
      linear_combination e j i - hM.apply i j + hB.apply i j
    have hq : ∀ j, q j = (y j - (B *ᵥ s) j - (s ⬝ᵥ B *ᵥ s) * p j) / (y ⬝ᵥ s) := fun j => by
      rw [hT, Matrix.add_mulVec, Matrix.add_mulVec, outer_mulVec, outer_mulVec,
        dotProduct_comm (B *ᵥ s) s] at hs
      have h := congrFun hs j
      simp only [Pi.add_apply, Pi.smul_apply, smul_eq_mul] at h
      rw [eq_div_iff hb]
      linear_combination h
    -- hence the deviation from BFGS is an outer product with left factor `v`
    have h1 : ∀ i j, M i j = bfgs B s y i j - (s ⬝ᵥ B *ᵥ s) *
        (gapVec B s y i * (p j + (B *ᵥ s) j / (s ⬝ᵥ B *ᵥ s))) := fun i j => by
      rw [e i j, hq j]
      simp only [bfgs, gapVec, Matrix.add_apply, Matrix.sub_apply, Matrix.smul_apply,
        vecMulVec_apply, Pi.sub_apply, Pi.smul_apply, smul_eq_mul]
      field_simp
      ring
    have hS : ∀ i j, bfgs B s y j i = bfgs B s y i j := fun i j => by
      simp only [bfgs, Matrix.add_apply, Matrix.sub_apply, Matrix.smul_apply,
        vecMulVec_apply, smul_eq_mul]
      linear_combination hB.apply i j
    obtain ⟨k, hk⟩ := Function.ne_iff.mp (gapVec_ne_zero hind hb)
    have hk' : gapVec B s y k ≠ 0 := hk
    -- symmetry makes the right factor parallel to `v`
    have h2 : ∀ j, p j + (B *ᵥ s) j / (s ⬝ᵥ B *ᵥ s) =
        (p k + (B *ᵥ s) k / (s ⬝ᵥ B *ᵥ s)) * gapVec B s y j / gapVec B s y k := fun j => by
      rw [eq_div_iff hk']
      apply mul_left_cancel₀ ha
      linear_combination h1 k j - h1 j k + hM.apply k j - hS k j
    refine ⟨-(s ⬝ᵥ B *ᵥ s) * (p k + (B *ᵥ s) k / (s ⬝ᵥ B *ᵥ s)) / gapVec B s y k, ?_⟩
    ext i j
    rw [h1 i j, h2 j]
    simp only [broydenClass, Matrix.add_apply, Matrix.smul_apply, vecMulVec_apply, smul_eq_mul]
    ring
  · rintro ⟨t, rfl⟩
    refine ⟨Matrix.IsSymm.ext fun i j => ?_, broydenClass_secant ha hb t,
      (-(1 / (s ⬝ᵥ B *ᵥ s))) • (B *ᵥ s) - (t / (s ⬝ᵥ B *ᵥ s)) • gapVec B s y,
      (1 / (y ⬝ᵥ s)) • y + (t / (y ⬝ᵥ s)) • gapVec B s y, ?_⟩
    · simp only [broydenClass, bfgs, Matrix.add_apply, Matrix.sub_apply, Matrix.smul_apply,
        vecMulVec_apply, smul_eq_mul]
      linear_combination hB.apply i j
    · ext i j
      simp only [broydenClass, bfgs, gapVec, Matrix.add_apply, Matrix.sub_apply,
        Matrix.smul_apply, vecMulVec_apply, Pi.add_apply, Pi.sub_apply, Pi.smul_apply,
        smul_eq_mul]
      ring

/-- If `B s` and `y` are linearly independent and `yᵀ s` is nonzero, different parameters `t` give
different members of the Broyden class. -/
theorem broydenClass_injective {B : Matrix n n ℝ} {s y : n → ℝ}
    (hind : LinearIndependent ℝ ![B *ᵥ s, y]) (hb : y ⬝ᵥ s ≠ 0) :
    Function.Injective (broydenClass B s y) := by
  intro t t' h
  obtain ⟨k, hk⟩ := Function.ne_iff.mp (gapVec_ne_zero hind hb)
  have hk' : gapVec B s y k ≠ 0 := hk
  have h0 := congrFun (congrFun h k) k
  simp only [broydenClass, Matrix.add_apply, Matrix.smul_apply, vecMulVec_apply,
    smul_eq_mul] at h0
  exact mul_right_cancel₀ (mul_ne_zero hk' hk') (add_left_cancel h0)

/-- If `sᵀ B s` and `yᵀ s` are nonzero, the DFP update maps `s` to `y` and is the member of the
Broyden class with `t = sᵀ B s`. -/
theorem dfp_mem {B : Matrix n n ℝ} {s y : n → ℝ}
    (ha : s ⬝ᵥ B *ᵥ s ≠ 0) (hb : y ⬝ᵥ s ≠ 0) :
    dfp B s y *ᵥ s = y ∧ dfp B s y = broydenClass B s y (s ⬝ᵥ B *ᵥ s) := by
  have e : dfp B s y = broydenClass B s y (s ⬝ᵥ B *ᵥ s) := by
    ext i j
    simp only [dfp, broydenClass, bfgs, gapVec, Matrix.add_apply, Matrix.sub_apply,
      Matrix.smul_apply, vecMulVec_apply, Pi.sub_apply, Pi.smul_apply, smul_eq_mul]
    field_simp
    ring
  exact ⟨by rw [e]; exact broydenClass_secant ha hb _, e⟩

/-- With `a = sᵀ B s` and `b = yᵀ s` distinct and nonzero, the SR1 update is the member of the
Broyden class with `t = a b / (b - a)`. -/
theorem sr1_mem {B : Matrix n n ℝ} {s y : n → ℝ}
    (ha : s ⬝ᵥ B *ᵥ s ≠ 0) (hb : y ⬝ᵥ s ≠ 0) (hab : y ⬝ᵥ s - s ⬝ᵥ B *ᵥ s ≠ 0) :
    sr1 B s y = broydenClass B s y
      ((s ⬝ᵥ B *ᵥ s) * (y ⬝ᵥ s) / (y ⬝ᵥ s - s ⬝ᵥ B *ᵥ s)) := by
  ext i j
  simp only [sr1, broydenClass, bfgs, gapVec, Matrix.add_apply, Matrix.sub_apply,
    Matrix.smul_apply, vecMulVec_apply, Pi.sub_apply, Pi.smul_apply, smul_eq_mul]
  field_simp
  ring

end

end BroydenClassCompleteness
```

```lean
#print axioms BroydenClassCompleteness.broydenClass_secant
#print axioms BroydenClassCompleteness.broydenClass_complete
#print axioms BroydenClassCompleteness.dfp_mem
#print axioms BroydenClassCompleteness.sr1_mem
```

```
'BroydenClassCompleteness.broydenClass_secant' depends on axioms: [propext, Classical.choice, Quot.sound]
'BroydenClassCompleteness.broydenClass_complete' depends on axioms: [propext, Classical.choice, Quot.sound]
'BroydenClassCompleteness.dfp_mem' depends on axioms: [propext, Classical.choice, Quot.sound]
'BroydenClassCompleteness.sr1_mem' depends on axioms: [propext, Classical.choice, Quot.sound]
```

## The objects in a geometry optimisation

Here $B$ is the current approximation to the Hessian of the energy, $s$ the displacement just taken and $y$ the resulting change in the gradient. The secant equation $Ms=y$ asks the new matrix $M$ to reproduce that change. Write
$$u=Bs,\quad a=s^Tu,\quad b=y^Ts,\quad v=y/b-u/a.$$
In Lean, $u$ is `B *ᵥ s`, $a$ is `s ⬝ᵥ B *ᵥ s`, $b$ is `y ⬝ᵥ s`, $v$ is `gapVec B s y`, and `vecMulVec w z` is $wz^T$. The family is
$$M_t=B-\frac{uu^T}{a}+\frac{yy^T}{b}+t\,vv^T,$$
named `broydenClass`, with BFGS at $t=0$.

Divided by $s^Ts$, the numbers $a$ and $b$ are the curvatures along the step, predicted by the model and measured from the gradients respectively. Both numbers are assumed to be nonzero, but they need not be positive, and nothing here says that $M_t$ is positive definite. Independence of $u$ and $y$ requires at least two coordinates.

`threeParam_secant_iff` describes the three-coefficient updates and does not need $B$ symmetric. `broydenClass_complete` assumes $B$ symmetric and describes every symmetric secant matrix of the form $B+up^T+yq^T$. Completeness is relative to that form. With three or more coordinates, a correction that also uses $s$ itself, as in the PSB update, generally lies elsewhere. With two coordinates, independent $u$ and $y$ span the plane, so every symmetric secant matrix has that form.

## Three coefficients, two equations

Applying the three-parameter update to $s$ gives
$$Ms=(1+\alpha a+\beta b)\,u+(\beta a+\gamma b)\,y,$$
which is `threeParam_mulVec`. If $Ms=y$, independence gives
$$1+\alpha a+\beta b=0,\qquad \beta a+\gamma b=1,$$
so $\alpha=-(1+\beta b)/a$ and $\gamma=(1-\beta a)/b$. Expanding $M_t$ gives the coefficients
$$\frac{t}{a^2}-\frac1a,\qquad -\frac{t}{ab},\qquad \frac1b+\frac{t}{b^2}.$$
With $t=-\beta ab$ they are exactly $\alpha,\beta,\gamma$. Conversely, these coefficients satisfy both scalar equations for every $t$, which proves `broydenClass_secant`. In the Lean proof, `LinearIndependent.pair_iff` performs the split, and `field_simp` and `ring` match the coefficients.

## Arbitrary $p$ and $q$

Let $M=B+up^T+yq^T$ be symmetric with $Ms=y$. Since $B$ is symmetric too, transposing gives $M=B+pu^T+qy^T$ (`hT`). Applied to $s$, this reads
$$y=u+a\,p+b\,q,\qquad\text{so}\qquad q=(y-u-ap)/b,$$
which is `hq`. Put $w=p+u/a$. Substituting $q$ and subtracting BFGS leaves
$$M-M_0=uw^T-\frac ab\,yw^T=-a\,vw^T,$$
which is `h1`.

Both $M$ and $M_0$ are symmetric, so $v_kw_j=w_kv_j$ for all $j,k$. The vector $v$ is nonzero, because its coefficient on $y$ is $1/b\neq0$ and $u,y$ are independent (`gapVec_ne_zero`). Choosing $k$ with $v_k\ne0$ gives $w=(w_k/v_k)\,v$ (`h2`), hence $M=M_t$ with $t=-a\,w_k/v_k$.

For the converse, $M_t$ is symmetric, satisfies the secant equation, and has the required form with
$$p=-\frac ua-\frac ta\,v,\qquad q=\frac yb+\frac tb\,v.$$

The parameter is unique: equal matrices have equal diagonal entries, so $t\,v_k^2=t'\,v_k^2$ and $t=t'$ (`broydenClass_injective`).

## DFP, SR1 and the update in code

Setting $t=a$ gives coefficients $0$, $-1/b$ and $1/b+a/b^2$, which is DFP (`dfp_mem`). If $b\ne a$, setting $t=ab/(b-a)$ gives $1/(b-a)$, $-1/(b-a)$ and $1/(b-a)$, which is SR1 (`sr1_mem`).

In an optimiser that stores and updates $B$ itself, $s$ is the difference of two successive geometries and $y$ the difference of their gradients. One matrix–vector product gives $u$, two dot products give $a$ and $b$, and the code adds the outer products to $B$. A routine that computes BFGS becomes one for the whole class by adding $t\,vv^T$. Since $v^Ts=1-1=0$, the extra term leaves the secant equation intact in exact arithmetic. For SR1, a standard safeguard is to skip the update when $|b-a|$ is very small compared with $\|s\|\,\|y-Bs\|$.
